# Noncanonical orbital response to a fixed perturbation: a gap between the Fock blocks gives one solution and a strict Hylleraas minimum

Let T_ai be the amount of virtual orbital a that a weak static perturbation mixes, to first order, into occupied orbital i. The perturbation has matrix elements K_ai. In an orthonormal orbital basis, F is the virtual block of the Fock matrix and G the occupied block. The unperturbed Fock matrix is taken to have no elements between the two sets, as at self-consistency. Neither block need be diagonal, so the orbitals may be localised within each set. The response equation is

FT − TG = −K.

Here F is not the whole Fock matrix, G is not a two-electron matrix and K is not exchange. T* denotes the conjugate transpose, `Tᴴ` in Lean. The finite index types `v` and `o` label virtual and occupied orbitals.

```lean
import Mathlib

open Matrix
open scoped ComplexOrder

namespace NoncanonicalOrbitalResponse

noncomputable section

variable {v o : Type*} [Fintype v] [Fintype o]
```

The left-hand side defines a complex-linear operator on rectangular matrices,

L(T) = FT − TG.

```lean
/-- The response operator `T ↦ F T - T G` built from the virtual Fock block `F` and the
occupied Fock block `G`. -/
def responseOp (F : Matrix v v ℂ) (G : Matrix o o ℂ) :
    Matrix v o ℂ →ₗ[ℂ] Matrix v o ℂ where
  toFun T := F * T - T * G
  map_add' S T := by
    rw [Matrix.mul_add, Matrix.add_mul]
    abel
  map_smul' c T := by
    simp [Matrix.mul_smul, Matrix.smul_mul, smul_sub]
```

The Hylleraas functional takes a trial response T, not a many-electron wavefunction:

J(T) = Re tr(T* L(T)) + 2 Re tr(T*K).

For non-interacting electrons, one per occupied orbital, its minimum is the second-order energy. K is held fixed. In self-consistent Hartree–Fock theory the induced field would make it depend on T, and that step is left out here.

```lean
/-- The Hylleraas functional `Re tr(T* (F T - T G)) + 2 Re tr(T* K)` of a trial response `T`
to the perturbation `K`. -/
def hylleraas (F : Matrix v v ℂ) (G : Matrix o o ℂ) (K T : Matrix v o ℂ) : ℝ :=
  (trace (Tᴴ * responseOp F G T)).re + 2 * (trace (Tᴴ * K)).re
```

## Positivity from a level in the gap

Let A be positive definite and let t_j be the columns of T. Then

tr(T*AT) = Σ_j t_j* A t_j.

No term is negative, and a nonzero T has a nonzero column, whose term is positive. In Lean, `hcol` identifies the terms and `Finset.sum_pos'` adds them.

```lean
/-- For a positive definite matrix `A` and a nonzero rectangular `T`, the real part of
`tr(T* A T)` is strictly positive. -/
theorem trace_form_pos {A : Matrix v v ℂ} (hA : A.PosDef) {T : Matrix v o ℂ} (hT : T ≠ 0) :
    0 < (trace (Tᴴ * (A * T))).re := by
  -- each diagonal entry is the expectation value of `A` in one column of `T`
  have hcol : ∀ j, (Tᴴ * (A * T)) j j
      = star (fun x => T x j) ⬝ᵥ (A *ᵥ fun x => T x j) := by
    intro j
    simp [Matrix.mul_apply, dotProduct, Matrix.mulVec]
  have hpos : ∀ y : v → ℂ, y ≠ 0 → 0 < (star y ⬝ᵥ (A *ᵥ y)).re := fun y hy =>
    (Complex.pos_iff.mp ((Matrix.posDef_iff_dotProduct_mulVec.mp hA).2 hy)).1
  obtain ⟨j, hj⟩ : ∃ j, (fun x => T x j) ≠ 0 := by
    by_contra h
    apply hT
    ext x j
    by_contra hx
    exact h ⟨j, fun h0 => hx (congrFun h0 x)⟩
  rw [Matrix.trace, Complex.re_sum]
  refine Finset.sum_pos' (fun k _ => ?_) ⟨j, Finset.mem_univ j, ?_⟩
  · rw [Matrix.diag_apply, hcol]
    by_cases h : (fun x => T x k) = 0
    · rw [h]
      simp
    · exact (hpos _ h).le
  · rw [Matrix.diag_apply, hcol]
    exact hpos _ hj
```

Now suppose that F − m and m − G are positive definite for a real number m. Physically, m is an energy in the gap: every eigenvalue of F lies above it and every eigenvalue of G below. It cancels in

L(T) = (F − m)T + T(m − G).

Cyclicity of the trace gives

tr(T* L(T)) = tr(T*(F − m)T) + tr(T(m − G)T*).

The previous result applies to T in the first term and to T* in the second, so the real part is positive for T ≠ 0.

```lean
/-- If `F - m` and `m - G` are positive definite for a real `m`, the quadratic form of the
response operator is strictly positive on every nonzero `T`. -/
theorem responseOp_pos [DecidableEq v] [DecidableEq o] {F : Matrix v v ℂ} {G : Matrix o o ℂ}
    {m : ℝ} (hF : (F - (m : ℂ) • 1).PosDef) (hG : ((m : ℂ) • 1 - G).PosDef)
    {T : Matrix v o ℂ} (hT : T ≠ 0) :
    0 < (trace (Tᴴ * responseOp F G T)).re := by
  -- the level `m` cancels between the two blocks
  have e : responseOp F G T = (F - (m : ℂ) • 1) * T + T * ((m : ℂ) • 1 - G) := by
    change F * T - T * G = _
    rw [Matrix.sub_mul, Matrix.mul_sub, Matrix.smul_mul, Matrix.mul_smul,
      Matrix.one_mul, Matrix.mul_one]
    abel
  have h2 : trace (Tᴴᴴ * (((m : ℂ) • 1 - G) * Tᴴ))
      = trace (Tᴴ * (T * ((m : ℂ) • 1 - G))) := by
    rw [conjTranspose_conjTranspose, ← Matrix.mul_assoc, Matrix.trace_mul_comm]
  have hT' : Tᴴ ≠ 0 := fun h => hT (by simpa using congrArg conjTranspose h)
  rw [e, Matrix.mul_add, trace_add, ← h2, Complex.add_re]
  exact add_pos (trace_form_pos hF hT) (trace_form_pos hG hT')
```

## Completing the square

For Hermitian F and G, conjugating the trace and cycling G gives

conj tr(T* L(S)) = tr((S*F − GS*)T) = tr(S*FT) − tr(S*TG) = tr(S* L(T)).

```lean
/-- For Hermitian Fock blocks the response operator is symmetric with respect to the trace
inner product `tr(S* T)`. -/
theorem responseOp_symm {F : Matrix v v ℂ} {G : Matrix o o ℂ} (hF : F.IsHermitian)
    (hG : G.IsHermitian) (S T : Matrix v o ℂ) :
    trace (Sᴴ * responseOp F G T) = star (trace (Tᴴ * responseOp F G S)) := by
  rw [← Matrix.trace_conjTranspose]
  change trace (Sᴴ * (F * T - T * G)) = trace (Tᴴ * (F * S - S * G))ᴴ
  rw [conjTranspose_mul, conjTranspose_sub, conjTranspose_mul, conjTranspose_mul,
    conjTranspose_conjTranspose, hF.eq, hG.eq, Matrix.mul_sub, Matrix.sub_mul,
    trace_sub, trace_sub, Matrix.mul_assoc Sᴴ F T, Matrix.mul_assoc G,
    Matrix.trace_mul_comm G, Matrix.mul_assoc]
```

Let T₀ solve the equation, so that K = −L(T₀), and put D = T − T₀. By the symmetry, the two cross terms have equal real parts:

Re tr(D* L(D)) = Re tr(T* L(T)) − 2 Re tr(T* L(T₀)) + Re tr(T₀* L(T₀)).

The first two terms are J(T), and the last is −J(T₀). Hence

J(T) = J(T₀) + Re tr(D* L(D)).

Lean expands both sides, and `linarith` combines the terms.

```lean
/-- For Hermitian Fock blocks and a solution `T₀` of the response equation, the Hylleraas functional
at `T` equals its value at `T₀` plus the quadratic form of the error `T - T₀`. -/
theorem hylleraas_eq_add_error {F : Matrix v v ℂ} {G : Matrix o o ℂ} (hF : F.IsHermitian)
    (hG : G.IsHermitian) {K T₀ : Matrix v o ℂ} (h : responseOp F G T₀ = -K)
    (T : Matrix v o ℂ) :
    hylleraas F G K T = hylleraas F G K T₀
      + (trace ((T - T₀)ᴴ * responseOp F G (T - T₀))).re := by
  have hK : K = -responseOp F G T₀ := by rw [h, neg_neg]
  have hs := congrArg Complex.re (responseOp_symm hF hG T₀ T)
  rw [Complex.star_def, Complex.conj_re] at hs
  rw [hK]
  simp only [hylleraas, map_sub, conjTranspose_sub, Matrix.sub_mul, Matrix.mul_sub,
    Matrix.mul_neg, trace_sub, trace_neg, Complex.sub_re, Complex.neg_re]
  linarith
```

## One solution, one minimiser

If L(S) = L(T), then L(S − T) = 0, and positivity forces S = T. An injective linear operator on a finite-dimensional space is onto, so −K is reached exactly once. The square then makes J strictly larger everywhere else. No block is diagonalised.

In the theorem, `∃!` states that there is exactly one solution, and the second part states the strict minimum. `PosDef` includes Hermiticity; since m is real, F and G inherit it.

```lean
/-- If `F - m` and `m - G` are positive definite for a real `m`, then for every `K` the equation
`F T - T G = -K` has exactly one solution, and the Hylleraas functional is strictly larger at
every other matrix. -/
theorem existsUnique_response_and_minimiser [DecidableEq v] [DecidableEq o]
    {F : Matrix v v ℂ} {G : Matrix o o ℂ} {m : ℝ}
    (hF : (F - (m : ℂ) • 1).PosDef) (hG : ((m : ℂ) • 1 - G).PosDef) (K : Matrix v o ℂ) :
    (∃! T : Matrix v o ℂ, F * T - T * G = -K) ∧
      ∀ T₀ : Matrix v o ℂ, F * T₀ - T₀ * G = -K →
        ∀ T, T ≠ T₀ → hylleraas F G K T₀ < hylleraas F G K T := by
  have hF' : F.IsHermitian := by
    have h := hF.isHermitian.eq
    have h' : Fᴴ = F := by simpa [conjTranspose_sub, conjTranspose_smul] using h
    exact h'
  have hG' : G.IsHermitian := by
    have h := hG.isHermitian.eq
    have h' : Gᴴ = G := by simpa [conjTranspose_sub, conjTranspose_smul] using h
    exact h'
  -- positivity excludes a kernel
  have hinj : Function.Injective (responseOp F G : Matrix v o ℂ →ₗ[ℂ] Matrix v o ℂ) := by
    intro S T hST
    by_contra hne
    have hp := responseOp_pos hF hG (sub_ne_zero.mpr hne)
    rw [map_sub, hST, sub_self, Matrix.mul_zero, trace_zero, Complex.zero_re] at hp
    exact lt_irrefl _ hp
  constructor
  · -- in finite dimension an injective operator is onto
    obtain ⟨T, hT⟩ := LinearMap.injective_iff_surjective.mp hinj (-K)
    exact ⟨T, hT, fun S hS => hinj (Eq.trans hS hT.symm)⟩
  · intro T₀ h T hne
    rw [hylleraas_eq_add_error hF' hG' h T]
    exact lt_add_of_pos_right _ (responseOp_pos hF hG (sub_ne_zero.mpr hne))
```

The gap matters for the minimum. Take 1×1 blocks F = 1, G = 2. The equation still has the single solution T = K, but

J(T) = −|T|² + 2 Re(T*K)

is unbounded below. For a minimum, no eigenvalue of F may lie below one of G.

At a solution, L(T) = −K, so

J(T) = −Re tr(T*K) + 2 Re tr(T*K) = Re tr(T*K).

```lean
/-- At a solution `T` of the response equation the Hylleraas functional equals `Re tr(T* K)`. -/
theorem hylleraas_at_solution {F : Matrix v v ℂ} {G : Matrix o o ℂ} {K T : Matrix v o ℂ}
    (h : responseOp F G T = -K) : hylleraas F G K T = (trace (Tᴴ * K)).re := by
  rw [hylleraas, h, Matrix.mul_neg, trace_neg, Complex.neg_re]
  ring
```

For example, take two virtual orbitals and one occupied orbital, with F = [[2, 1], [1, 2]], G = 0 and K = (3, 0)ᵀ; m = 1/2 lies in the gap. Solving FT = −K gives T = (−2, 1)ᵀ and J = −6. Ignoring the off-diagonal coupling gives T = (−3/2, 0)ᵀ and the higher value J = −9/2.

## Rotated and canonical orbitals

Let U*U = 1 and V*V = 1, and replace F, G, K, T by UFU*, VGV*, UKV*, UTV*. Then L(T) becomes U L(T) V*, and for every X

tr((UTV*)* UXV*) = tr(V T*X V*) = tr(T*X).

Both terms of J are therefore unchanged.

```lean
/-- The Hylleraas functional is unchanged when the virtual orbitals are rotated by a unitary `U`
and the occupied orbitals by a unitary `V`. -/
theorem hylleraas_rotation [DecidableEq v] [DecidableEq o] (F : Matrix v v ℂ)
    (G : Matrix o o ℂ) (K T : Matrix v o ℂ) {U : Matrix v v ℂ} {V : Matrix o o ℂ}
    (hU : Uᴴ * U = 1) (hV : Vᴴ * V = 1) :
    hylleraas (U * F * Uᴴ) (V * G * Vᴴ) (U * K * Vᴴ) (U * T * Vᴴ) = hylleraas F G K T := by
  -- the response operator is covariant
  have hL : responseOp (U * F * Uᴴ) (V * G * Vᴴ) (U * T * Vᴴ)
      = U * responseOp F G T * Vᴴ := by
    change U * F * Uᴴ * (U * T * Vᴴ) - U * T * Vᴴ * (V * G * Vᴴ)
      = U * (F * T - T * G) * Vᴴ
    calc _ = U * F * (Uᴴ * U) * T * Vᴴ - U * T * (Vᴴ * V) * G * Vᴴ := by
          simp only [Matrix.mul_assoc]
      _ = _ := by
          rw [hU, hV]
          simp only [Matrix.mul_one, Matrix.mul_sub, Matrix.sub_mul, Matrix.mul_assoc]
  -- the trace inner product is invariant
  have ht : ∀ X : Matrix v o ℂ,
      trace ((U * T * Vᴴ)ᴴ * (U * X * Vᴴ)) = trace (Tᴴ * X) := by
    intro X
    calc _ = trace (V * (Tᴴ * (Uᴴ * U) * X * Vᴴ)) := by
          simp only [conjTranspose_mul, conjTranspose_conjTranspose, Matrix.mul_assoc]
      _ = trace (Tᴴ * X * (Vᴴ * V)) := by
          rw [hU, Matrix.mul_one, Matrix.trace_mul_comm, Matrix.mul_assoc]
      _ = _ := by rw [hV, Matrix.mul_one]
  rw [hylleraas, hL, ht, ht, hylleraas]
```

For diagonal blocks with energies ε_a (`ev`) and ε_i (`eo`), the equation separates into

(ε_a − ε_i) T_ai = −K_ai.

If no ε_a equals an ε_i, division gives the sum-over-states amplitudes

T_ai = −K_ai / (ε_a − ε_i).

The lemma's `entry` step is the separated left-hand side.

```lean
/-- For diagonal Fock blocks in which no virtual energy equals an occupied one, `T` solves the
response equation exactly when each amplitude is `-K` divided by the orbital energy difference. -/
theorem canonical_response [DecidableEq v] [DecidableEq o] (ev : v → ℝ) (eo : o → ℝ)
    (hne : ∀ a i, ev a ≠ eo i) (K T : Matrix v o ℂ) :
    responseOp (diagonal fun a => (ev a : ℂ)) (diagonal fun i => (eo i : ℂ)) T = -K ↔
      ∀ a i, T a i = -K a i / ((ev a : ℂ) - (eo i : ℂ)) := by
  have hd : ∀ a i, (ev a : ℂ) - (eo i : ℂ) ≠ 0 := fun a i =>
    sub_ne_zero.mpr (fun h => hne a i (Complex.ofReal_injective h))
  have entry : ∀ a i, responseOp (diagonal fun a => (ev a : ℂ))
      (diagonal fun i => (eo i : ℂ)) T a i = ((ev a : ℂ) - (eo i : ℂ)) * T a i := by
    intro a i
    change ((diagonal fun a => (ev a : ℂ)) * T - T * (diagonal fun i => (eo i : ℂ))) a i = _
    rw [Matrix.sub_apply, Matrix.diagonal_mul, Matrix.mul_diagonal]
    ring
  constructor
  · intro h a i
    have h1 := congrFun (congrFun h a) i
    rw [entry, Matrix.neg_apply] at h1
    rw [eq_div_iff (hd a i)]
    linear_combination h1
  · intro h
    ext a i
    have h1 := h a i
    rw [eq_div_iff (hd a i)] at h1
    rw [entry, Matrix.neg_apply]
    linear_combination h1

end

end NoncanonicalOrbitalResponse
```

```lean
#print axioms NoncanonicalOrbitalResponse.existsUnique_response_and_minimiser
#print axioms NoncanonicalOrbitalResponse.hylleraas_at_solution
#print axioms NoncanonicalOrbitalResponse.hylleraas_rotation
#print axioms NoncanonicalOrbitalResponse.canonical_response
```

```
'NoncanonicalOrbitalResponse.existsUnique_response_and_minimiser' depends on axioms: [propext, Classical.choice, Quot.sound]
'NoncanonicalOrbitalResponse.hylleraas_at_solution' depends on axioms: [propext, Classical.choice, Quot.sound]
'NoncanonicalOrbitalResponse.hylleraas_rotation' depends on axioms: [propext, Classical.choice, Quot.sound]
'NoncanonicalOrbitalResponse.canonical_response' depends on axioms: [propext, Classical.choice, Quot.sound]
```
